# An Anderson step on a scalar contraction can increase the residual

Take \(g(x)=\tfrac12(|x|-1)\), which at least halves the distance between any two points. Start at \(x_0=1\) and put \(x_1=g(1)=0\). The residual \(g(x)-x\) is \(-1\) at \(x_0\) and \(-\tfrac12\) at \(x_1\). The straight line through these two values vanishes at \(-1\), and that is where undamped depth-one Anderson acceleration goes. There \(g(-1)=0\), so the residual is \(1\), twice the size of the last one. Plain iteration would have gone to \(-\tfrac12\), with residual \(\tfrac14\).

The cause is the kink at \(0\). The line uses the slope of \(g\) on the right of it, while the new point lies on the left, where the slope has the opposite sign.

## The map, the residual and the step

In a self-consistent-field (SCF) calculation \(g\) takes an input density to an output density. Here the density is replaced by one real number, so the results show what a contraction bound permits in a scalar model. The upper bounds in (b) and (c) are not proved here for densities with many components.

```lean
import Mathlib

namespace AndersonOnContraction

noncomputable section
```

Write \(r(x)=g(x)-x\) for the residual.

```lean
/-- The residual `g x - x` of the fixed-point problem `g x = x`. -/
def residual (g : ℝ → ℝ) (x : ℝ) : ℝ := g x - x
```

The constant \(c\) bounds how strongly the output responds to a change of input. It is assumed, not derived from a Hamiltonian.

```lean
/-- The distance between two values of `g` is at most `c` times the distance between the arguments.
-/
def Contracts (c : ℝ) (g : ℝ → ℝ) : Prop := ∀ x y, |g x - g y| ≤ c * |x - y|
```

From an older point \(x\) and a newer point \(y\), the step chooses \(\theta\) to minimise \(|(1-\theta)r(y)+\theta r(x)|\) and moves to \(z=(1-\theta)g(y)+\theta g(x)\). `IsAndersonStep g x y z` states this as a relation: some minimising \(\theta\) produces \(z\). It therefore also makes sense when the minimiser is not unique.

```lean
/-- `z` is an undamped depth-one Anderson iterate from the older point `x` and the newer point `y`:
the mixing coefficient minimises the size of the mixed residual, and `z` mixes the values of `g`
with that coefficient. -/
def IsAndersonStep (g : ℝ → ℝ) (x y z : ℝ) : Prop :=
  ∃ θ : ℝ, (∀ t : ℝ, |(1 - θ) * residual g y + θ * residual g x|
      ≤ |(1 - t) * residual g y + t * residual g x|) ∧
    z = (1 - θ) * g y + θ * g x
```

The test map, with a general constant, is \(g(x)=c(|x|-1)\).

```lean
/-- The kinked map `x ↦ c (|x| - 1)`. -/
def kink (c x : ℝ) : ℝ := c * (|x| - 1)
```

## (a) The step as a secant

Let \(r(x)\ne r(y)\). Show that \(z\) is an Anderson iterate exactly when
\[
z=\frac{r(y)\,x-r(x)\,y}{r(y)-r(x)} .
\]

Let \(m=(1-\theta)r(y)+\theta r(x)\). The choice \(\theta=r(y)/(r(y)-r(x))\) gives \(m=0\), so every minimiser has \(m=0\). Since \(g=r+\mathrm{id}\), we have \(z=m+(1-\theta)y+\theta x\), and expanding gives
\[
z\,(r(y)-r(x))-(r(y)x-r(x)y)=(g(y)-g(x))\,m .
\]
With \(m=0\) the formula follows. Conversely, the \(\theta\) above is a minimiser and yields this \(z\).

The displayed identity is what `linear_combination` checks inside `key`. Given a coefficient and a hypothesis `h`, the tactic subtracts that multiple of `h` from the goal and lets `ring` confirm that nothing remains. The coefficient in the code, `(g y - y) - (g x - x) + y - x`, is \(g(y)-g(x)\). Several identities below are proved in the same way: the person supplies the multiplier and Lean does the expansion.

```lean
/-- If the two residuals differ, the Anderson iterate is the zero of the secant line through them. -/
theorem isAndersonStep_iff_secant {g : ℝ → ℝ} {x y z : ℝ} (hne : residual g x ≠ residual g y) :
    IsAndersonStep g x y z ↔
      z = (residual g y * x - residual g x * y) / (residual g y - residual g x) := by
  have hs : residual g y - residual g x ≠ 0 := sub_ne_zero.mpr hne.symm
  -- the coefficient that makes the mixed residual vanish
  have ht := div_mul_cancel₀ (residual g y) hs
  have h0 : (1 - residual g y / (residual g y - residual g x)) * residual g y
      + residual g y / (residual g y - residual g x) * residual g x = 0 := by
    linear_combination -ht
  have key : ∀ θ : ℝ, (1 - θ) * residual g y + θ * residual g x = 0 →
      (1 - θ) * g y + θ * g x =
        (residual g y * x - residual g x * y) / (residual g y - residual g x) := by
    intro θ h
    rw [eq_div_iff hs]
    simp only [residual] at h ⊢
    linear_combination ((g y - y) - (g x - x) + y - x) * h
  constructor
  · rintro ⟨θ, hmin, hz⟩
    have h := hmin (residual g y / (residual g y - residual g x))
    rw [h0, abs_zero] at h
    rw [hz]
    exact key θ (abs_nonpos_iff.mp h)
  · intro hz
    refine ⟨residual g y / (residual g y - residual g x), fun t => ?_, ?_⟩
    · rw [h0, abs_zero]
      exact abs_nonneg _
    · rw [hz]
      exact (key _ h0).symm
```

## (b) A bound on the growth

Let \(g\) have contraction constant \(c<1\). Show that every Anderson step satisfies
\[
|r(z)|\le\frac{2c}{1-c}\,|r(y)| .
\]

The contraction bound at \(1\) and \(0\) forces \(c\ge0\). If \(x=y\), then \(z=g(y)\) and \(|r(z)|\le c|r(y)|\), which suffices because \(c\le 2c/(1-c)\).

If \(x\neq y\), equal residuals would mean \(g(y)-g(x)=y-x\), which contradicts \(c<1\). So (a) applies. Let \(k=(g(y)-g(x))/(y-x)\), so that \(|k|\le c\), and let \(D=z-y\). The residual's secant has slope \(k-1\) and vanishes at \(z\), hence
\[
r(y)=(1-k)D,\qquad r(z)=g(z)-g(y)+r(y)-D=g(z)-g(y)-kD .
\]
Therefore \(|r(z)|\le2c|D|\) and \(|r(y)|\ge(1-c)|D|\). Multiplying the first by \(1-c\) and the second by \(2c\) gives
\[
(1-c)|r(z)|\le 2c(1-c)|D|\le 2c|r(y)| .
\]

In the code `hry` and `hnew` are the two equations, `h1` and `h2` the two estimates, and the last `nlinarith` combines them.

```lean
/-- For a scalar map with contraction constant `c < 1`, one undamped depth-one Anderson step
multiplies the size of the latest residual by at most `2c / (1 - c)`. -/
theorem anderson_residual_le {c : ℝ} {g : ℝ → ℝ} {x y z : ℝ} (hc1 : c < 1)
    (hg : Contracts c g) (hz : IsAndersonStep g x y z) :
    |residual g z| ≤ 2 * c / (1 - c) * |residual g y| := by
  have h1c : 0 < 1 - c := sub_pos.mpr hc1
  have hc0 : 0 ≤ c := by
    have h := (abs_nonneg _).trans (hg 1 0)
    simpa using h
  rw [div_mul_eq_mul_div, le_div_iff₀ h1c]
  rcases eq_or_ne x y with h | hxy
  · -- coincident points: the step is a plain iteration
    obtain ⟨θ, _, hθ⟩ := hz
    have hzy : z = g y := by
      rw [hθ, h]
      ring
    have hA : |residual g z| ≤ c * |residual g y| := by
      rw [hzy]
      exact hg (g y) y
    nlinarith [mul_nonneg hc0 (abs_nonneg (residual g z)),
      mul_nonneg hc0 (abs_nonneg (residual g y))]
  · have hd : y - x ≠ 0 := sub_ne_zero.mpr hxy.symm
    have hdpos : 0 < |y - x| := abs_pos.mpr hd
    have hne : residual g x ≠ residual g y := by
      intro h
      have h' : g y - g x = y - x := by
        simp only [residual] at h
        linarith
      have h2 := hg y x
      rw [h'] at h2
      nlinarith [mul_pos h1c hdpos]
    have hsec := (isAndersonStep_iff_secant hne).mp hz
    rw [eq_div_iff (sub_ne_zero.mpr hne.symm)] at hsec
    simp only [residual] at hsec ⊢
    -- k is the slope of g between the two old points
    obtain ⟨k, hk⟩ : ∃ k, k = (g y - g x) / (y - x) := ⟨_, rfl⟩
    have hkc : |k| ≤ c := by
      rw [hk, abs_div, div_le_iff₀ hdpos]
      exact hg y x
    have hw : g y - g x = k * (y - x) := by
      rw [hk, div_mul_cancel₀ _ hd]
    have hry : g y - y = (z - y) * (1 - k) := by
      apply mul_right_cancel₀ hd
      linear_combination hsec - (z - y) * hw
    have hnew : g z - z = (g z - g y) - k * (z - y) := by
      linear_combination hry
    have h1 : |g z - z| ≤ 2 * c * |z - y| := by
      have hu := abs_le.mp (hg z y)
      have hv : |k * (z - y)| ≤ c * |z - y| := by
        rw [abs_mul]
        exact mul_le_mul_of_nonneg_right hkc (abs_nonneg _)
      have hv' := abs_le.mp hv
      rw [hnew, abs_le]
      constructor <;> linarith [hu.1, hu.2, hv'.1, hv'.2]
    have h2 : (1 - c) * |z - y| ≤ |g y - y| := by
      rw [hry, abs_mul, mul_comm]
      apply mul_le_mul_of_nonneg_left _ (abs_nonneg _)
      linarith [le_abs_self (1 - k), le_abs_self k]
    nlinarith [mul_le_mul_of_nonneg_right h1 h1c.le,
      mul_le_mul_of_nonneg_left h2 (mul_nonneg zero_le_two hc0)]
```

## (c) Contractions that are strong enough

Let \(c\le\tfrac13\). Show that
\[
|r(z)|\le|r(y)| .
\]

From \(3c\le1\) we get \(2c\le1-c\), so the factor in (b) is at most \(1\). This is `hfac`.

```lean
/-- For a scalar map with contraction constant at most `1/3`, an undamped depth-one Anderson step
never increases the size of the latest residual. -/
theorem anderson_residual_antitone {c : ℝ} {g : ℝ → ℝ} {x y z : ℝ} (hc : c ≤ 1 / 3)
    (hg : Contracts c g) (hz : IsAndersonStep g x y z) :
    |residual g z| ≤ |residual g y| := by
  have hfac : 2 * c / (1 - c) ≤ 1 := by
    rw [div_le_iff₀ (by linarith)]
    linarith
  have h := anderson_residual_le (by linarith) hg hz
  nlinarith [mul_le_mul_of_nonneg_right hfac (abs_nonneg (residual g y))]
```

## (d) The kinked map contracts

Let \(c\ge0\) and \(g(x)=c(|x|-1)\). Show that
\[
|g(x)-g(y)|\le c\,|x-y| .
\]

The left side is \(c\,\bigl||x|-|y|\bigr|\), and the reverse triangle inequality bounds it. The code gets that inequality from its two one-sided versions.

```lean
/-- For `c ≥ 0` the kinked map has contraction constant `c`. -/
theorem kink_contracts {c : ℝ} (hc : 0 ≤ c) : Contracts c (kink c) := by
  intro x y
  have h : |(|x| - |y|)| ≤ |x - y| := by
    have h1 := abs_sub_abs_le_abs_sub x y
    have h2 := abs_sub_abs_le_abs_sub y x
    rw [abs_sub_comm y x] at h2
    exact abs_le.mpr ⟨by linarith, h1⟩
  have e : kink c x - kink c y = c * (|x| - |y|) := by
    simp only [kink]
    ring
  rw [e, abs_mul, abs_of_nonneg hc]
  exact mul_le_mul_of_nonneg_left h hc
```

## (e) The first accelerated iterate

For the kinked map with \(c\ne1\), start at \(x_0=1\), \(x_1=g(x_0)\). Show that the Anderson iterate is
\[
x_2=-\frac{c}{1-c} .
\]

Here \(x_1=0\), \(r(1)=-1\) and \(r(0)=-c\). These residuals differ, and (a) with \(x=1\), \(y=0\) gives \(x_2=-c/(-c+1)\). The Lean statement is an equivalence, so it also says that this point is an Anderson iterate.

```lean
/-- For `c ≠ 1`, the Anderson iterate of the kinked map from `x₀ = 1` and `x₁ = g x₀` is
`x₂ = -c / (1 - c)`. -/
theorem kink_step_iff {c z : ℝ} (hc : c ≠ 1) :
    IsAndersonStep (kink c) 1 (kink c 1) z ↔ z = -c / (1 - c) := by
  have h1 : kink c 1 = 0 := by simp [kink]
  have r0 : residual (kink c) 0 = -c := by simp [residual, kink]
  have r1 : residual (kink c) 1 = -1 := by simp [residual, kink]
  have hne : residual (kink c) 1 ≠ residual (kink c) 0 := by
    rw [r0, r1]
    intro h
    exact hc (by linarith)
  have e : (-c * 1 - -1 * 0) / (-c - -1) = -c / (1 - c) := by
    congr 1 <;> ring
  rw [h1, isAndersonStep_iff_secant hne, r0, r1, e]
```

## (f) Its residual

Let \(0<c<1\). Show that
\[
r(x_2)=\frac{2c^2}{1-c} .
\]

Since \(|x_2|=c/(1-c)\),
\[
r(x_2)=c\left(\frac{c}{1-c}-1\right)+\frac{c}{1-c}=\frac{c(2c-1)+c}{1-c}=\frac{2c^2}{1-c}.
\]

```lean
/-- For `0 < c < 1` the residual of the kinked map at `-c / (1 - c)` is `2c² / (1 - c)`. -/
theorem kink_residual {c : ℝ} (hc : 0 < c) (hc1 : c < 1) :
    residual (kink c) (-c / (1 - c)) = 2 * c ^ 2 / (1 - c) := by
  have h1c : 0 < 1 - c := sub_pos.mpr hc1
  have hq := div_mul_cancel₀ c h1c.ne'
  have h : |-c / (1 - c)| = c / (1 - c) := by
    rw [neg_div, abs_neg, abs_of_pos (div_pos hc h1c)]
  simp only [residual, kink, h]
  linear_combination hq
```

## (g) Comparison with plain iteration and with the previous residual

Let \(0<c<1\). Show that the plain iterate \(g(g(1))\) has residual size \(c^2\), and that
\[
\frac{2c^2}{1-c}>c^2,\qquad |r(x_2)|>|r(x_1)|\iff c>\tfrac13 .
\]

The plain iterate is \(g(0)=-c\), with residual \(c(c-1)+c=c^2\). The first inequality holds because \(2>1-c\). For the second, \(|r(x_1)|=c\), and \(2c^2/(1-c)>c\) means \(2c>1-c\), that is \(c>\tfrac13\).

The theorem joins four statements: the two residual sizes (`hA`, `hP`) and the two comparisons.

```lean
/-- Let `0 < c < 1` and start the kinked map at `x₀ = 1`, `x₁ = g x₀`. The Anderson iterate has
residual size `2c² / (1 - c)`; this exceeds the plain-iteration value `c²`, and it exceeds the size
of the previous residual exactly when `c > 1/3`. -/
theorem anderson_worse_than_plain {c z : ℝ} (hc : 0 < c) (hc1 : c < 1)
    (hz : IsAndersonStep (kink c) 1 (kink c 1) z) :
    |residual (kink c) z| = 2 * c ^ 2 / (1 - c) ∧
    |residual (kink c) (kink c (kink c 1))| = c ^ 2 ∧
    |residual (kink c) (kink c (kink c 1))| < |residual (kink c) z| ∧
    (|residual (kink c) (kink c 1)| < |residual (kink c) z| ↔ 1 / 3 < c) := by
  have h1c : 0 < 1 - c := sub_pos.mpr hc1
  have hA : |residual (kink c) z| = 2 * c ^ 2 / (1 - c) := by
    rw [(kink_step_iff hc1.ne).mp hz, kink_residual hc hc1]
    exact abs_of_pos (by positivity)
  have h1 : kink c 1 = 0 := by simp [kink]
  have h0 : kink c 0 = -c := by simp [kink]
  have hP : |residual (kink c) (kink c (kink c 1))| = c ^ 2 := by
    have e : residual (kink c) (-c) = c ^ 2 := by
      simp only [residual, kink, abs_neg, abs_of_pos hc]
      ring
    rw [h1, h0, e]
    exact abs_of_pos (by positivity)
  have hB : |residual (kink c) (kink c 1)| = c := by
    rw [h1, residual, h0, sub_zero, abs_neg, abs_of_pos hc]
  refine ⟨hA, hP, ?_, ?_⟩
  · rw [hP, hA, lt_div_iff₀ h1c]
    nlinarith [pow_pos hc 2, pow_pos hc 3]
  · rw [hB, hA, lt_div_iff₀ h1c]
    constructor
    · intro h
      by_contra hn
      nlinarith [mul_nonneg hc.le (sub_nonneg.mpr (not_lt.mp hn))]
    · intro h
      nlinarith [mul_pos hc (sub_pos.mpr h)]
```

## (h) No smaller factor works

Let \(0<c<1\), and suppose \(|r(z)|\le K|r(y)|\) for every Anderson step of every scalar map with contraction constant \(c\). Show that
\[
K\ge\frac{2c}{1-c} .
\]

By (d) the kinked map is one of these maps. Its first step gives \(2c^2/(1-c)\le Kc\), and dividing by \(c>0\) finishes. The bound in (b) is thus attained for each such \(c\), though only single steps are compared, not long-run convergence rates.

```lean
/-- For `0 < c < 1`, any factor that bounds the residual growth of an Anderson step for all scalar
maps with contraction constant `c` is at least `2c / (1 - c)`. -/
theorem anderson_factor_optimal {c K : ℝ} (hc : 0 < c) (hc1 : c < 1)
    (hK : ∀ g : ℝ → ℝ, Contracts c g → ∀ x y z : ℝ, IsAndersonStep g x y z →
      |residual g z| ≤ K * |residual g y|) :
    2 * c / (1 - c) ≤ K := by
  have hz := (kink_step_iff (z := -c / (1 - c)) hc1.ne).mpr rfl
  have h := hK (kink c) (kink_contracts hc.le) _ _ _ hz
  have hB : |residual (kink c) (kink c 1)| = c := by
    have e : residual (kink c) (kink c 1) = -c := by simp [residual, kink]
    rw [e, abs_neg, abs_of_pos hc]
  rw [(anderson_worse_than_plain hc hc1 hz).1, hB] at h
  apply le_of_mul_le_mul_right _ hc
  calc 2 * c / (1 - c) * c = 2 * c ^ 2 / (1 - c) := by ring
    _ ≤ K * c := h
```

## (i) Recovery one step later

Let \(0<c<1\), and take the next Anderson step on the kinked map, from \(x_1\) and \(x_2\). Show that
\[
x_3=-\frac{c}{1+c},\qquad g(x_3)=x_3 .
\]

Now \(x=0\), \(y=-c/(1-c)\), \(r(x)=-c\) and \(r(y)=2c^2/(1-c)\), so (a) gives
\[
x_3=\frac{-c^2/(1-c)}{(c+c^2)/(1-c)}=-\frac{c}{1+c} .
\]
Then \(g(x_3)=c\left(\frac{c}{1+c}-1\right)=-\frac{c}{1+c}\). Both old points and \(x_3\) lie on the branch \(x\le0\), where \(g\) is a straight line, so the secant agrees with the residual at \(x_3\) and its zero is a fixed point.

```lean
/-- Let `0 < c < 1` and start the kinked map at `x₀ = 1`, `x₁ = g x₀`. If `x₂` is the Anderson
iterate from `x₀` and `x₁`, then the next Anderson step, from `x₁` and `x₂`, gives
`x₃ = -c / (1 + c)`, which is a fixed point. -/
theorem next_step_exact {c z w : ℝ} (hc : 0 < c) (hc1 : c < 1)
    (hz : IsAndersonStep (kink c) 1 (kink c 1) z)
    (hw : IsAndersonStep (kink c) (kink c 1) z w) :
    w = -c / (1 + c) ∧ kink c w = w := by
  have h1c : 0 < 1 - c := sub_pos.mpr hc1
  have hp : 0 < 1 + c := by linarith
  have hq := div_mul_cancel₀ c h1c.ne'
  have hpos : 0 < 2 * c ^ 2 / (1 - c) := by positivity
  have h1 : kink c 1 = 0 := by simp [kink]
  have r0 : residual (kink c) 0 = -c := by simp [residual, kink]
  have r2 := kink_residual hc hc1
  rw [(kink_step_iff hc1.ne).mp hz, h1] at hw
  have hne : residual (kink c) 0 ≠ residual (kink c) (-c / (1 - c)) := by
    rw [r0, r2]
    intro h
    linarith
  have hw' := (isAndersonStep_iff_secant hne).mp hw
  rw [r0, r2] at hw'
  have hden : 2 * c ^ 2 / (1 - c) - -c ≠ 0 := by
    intro h
    linarith
  have hwv : w = -c / (1 + c) := by
    rw [hw', div_eq_div_iff hden hp.ne']
    linear_combination (-c) * hq
  refine ⟨hwv, ?_⟩
  have habs : |-c / (1 + c)| = c / (1 + c) := by
    rw [neg_div, abs_neg, abs_of_pos (div_pos hc hp)]
  have hq' := div_mul_cancel₀ c hp.ne'
  rw [hwv]
  simp only [kink, habs]
  linear_combination hq'

end

end AndersonOnContraction
```

```lean
#print axioms AndersonOnContraction.anderson_residual_antitone
#print axioms AndersonOnContraction.anderson_factor_optimal
#print axioms AndersonOnContraction.next_step_exact
```

```
'AndersonOnContraction.anderson_residual_antitone' depends on axioms: [propext, Classical.choice, Quot.sound]
'AndersonOnContraction.anderson_factor_optimal' depends on axioms: [propext, Classical.choice, Quot.sound]
'AndersonOnContraction.next_step_exact' depends on axioms: [propext, Classical.choice, Quot.sound]
```

## The update with stored densities

An SCF program can take this step from two stored output densities and their residual vectors (output minus input), \(R_x\) for the older and \(R_y\) for the newer. If \(R_x\ne R_y\), least squares gives
\[
\theta=\frac{\langle R_y-R_x,\,R_y\rangle}{\|R_y-R_x\|^2},
\]
and the next input is \(1-\theta\) times the newer output plus \(\theta\) times the older one. With many components the mixed residual usually stays nonzero, so the secant argument of (a) is special to one dimension. In the opening example \(\theta=-1\): the next input is twice the newer output minus the older one, \(2\cdot(-\tfrac12)-0=-1\), an extrapolation across the kink.
